# The Clogston transition in a zero-temperature BCS energy with a Zeeman field

Let $D\ge 0$ be the uniform gap parameter of a spin-singlet, s-wave superconductor, called the gap below, $D_0>0$ its equilibrium value at zero field, and $h>0$ the Zeeman field in energy units, equal to half the spin splitting. In the field $D$ is not the gap of the excitation spectrum: for $D>h$ the lowest quasiparticle energy is $D-h$. The quantities $D$, $D_0$ and $h$ are real numbers in Lean. The constant $D_0$ is given, and stands for the strength of the pairing attraction together with its cutoff.

```lean
import Mathlib

open Set

namespace ClogstonTransition

noncomputable section
```

For $x\ge 1$ the inverse hyperbolic cosine is defined by a logarithm, $\operatorname{arcosh}x=\log\bigl(x+\sqrt{x^2-1}\bigr)$.

```lean
/-- The inverse hyperbolic cosine, written as a logarithm. -/
def invCosh (x : ℝ) : ℝ := Real.log (x + √(x ^ 2 - 1))
```

The energy gained by spin polarization is
$$X(D)=h\sqrt{h^2-D^2}-D^2\operatorname{arcosh}(h/D)\quad(0<D<h),\qquad X(D)=0\quad(D\ge h).$$

```lean
/-- The energy gained by spin polarization at gap `D` in a Zeeman field `h`;
it vanishes when the gap is at least the field. -/
def polarizationGain (h D : ℝ) : ℝ :=
  if D < h then h * √(h ^ 2 - D ^ 2) - D ^ 2 * invCosh (h / D) else 0
```

The energy is $F(0)=-h^2$ and, for $D>0$,
$$F(D)=D^2\log(D/D_0)-D^2/2-X(D).$$
It is measured from the unpolarized normal state and divided by the density of states per spin at the Fermi level. The value at $D=0$ is that of the polarized normal state, and is also the limit of the formula as $D\to0$.

```lean
/-- The reduced energy of a superconductor with gap `D` in a Zeeman field `h`,
where `D0` is the gap at zero field. -/
def energy (D0 h D : ℝ) : ℝ :=
  if D = 0 then -h ^ 2
  else D ^ 2 * Real.log (D / D0) - D ^ 2 / 2 - polarizationGain h D
```

This weak-coupling mean-field form of $F$ is assumed, not derived from a Hamiltonian. It leaves out orbital effects of the field and pairing at nonzero momentum.

## (a) The logarithm inverts the hyperbolic cosine

Show that for $x\ge1$
$$\cosh(\operatorname{arcosh}x)=x,\qquad \operatorname{arcosh}x\ge0.$$

Put $r=\sqrt{x^2-1}$. Since $(x+r)(x-r)=1$, the exponentials of $\pm\operatorname{arcosh}x$ are $x\pm r$, and their mean is $x$. The logarithm is nonnegative because $x+r\ge1$. In the code, `hinv` is the reciprocal identity.

```lean
/-- For `x ≥ 1`, `invCosh x` is a nonnegative number whose hyperbolic cosine is `x`. -/
theorem invCosh_spec {x : ℝ} (hx : 1 ≤ x) :
    Real.cosh (invCosh x) = x ∧ 0 ≤ invCosh x := by
  have hr : 0 ≤ √(x ^ 2 - 1) := Real.sqrt_nonneg _
  have hr2 : √(x ^ 2 - 1) ^ 2 = x ^ 2 - 1 := Real.sq_sqrt (by nlinarith)
  have hpos : 0 < x + √(x ^ 2 - 1) := by linarith
  have hinv : (x + √(x ^ 2 - 1))⁻¹ = x - √(x ^ 2 - 1) :=
    inv_eq_of_mul_eq_one_right (by linear_combination -hr2)
  constructor
  · rw [invCosh, Real.cosh_eq, Real.exp_neg, Real.exp_log hpos, hinv]
    ring
  · exact Real.log_nonneg (by linarith)
```

## (b) Separating the logarithms

For $0<D<h$ put $s=\sqrt{h^2-D^2}$. Show that
$$X(D)=hs-D^2\bigl[\log(h+s)-\log D\bigr].$$

Since $\sqrt{(h/D)^2-1}=s/D$ (the step `e`), we have $\operatorname{arcosh}(h/D)=\log\bigl((h+s)/D\bigr)$, and the logarithm splits.

```lean
/-- The polarization gain for a gap below the field, with the logarithms separated. -/
theorem polarizationGain_eq {h D : ℝ} (hD : 0 < D) (hDh : D < h) :
    polarizationGain h D = h * √(h ^ 2 - D ^ 2)
      - D ^ 2 * (Real.log (h + √(h ^ 2 - D ^ 2)) - Real.log D) := by
  have hh : 0 < h := hD.trans hDh
  have e : √((h / D) ^ 2 - 1) = √(h ^ 2 - D ^ 2) / D := by
    have e1 : (h / D) ^ 2 - 1 = (h ^ 2 - D ^ 2) / D ^ 2 := by field_simp
    rw [e1, Real.sqrt_div' _ (sq_nonneg D), Real.sqrt_sq hD.le]
  have hne : h + √(h ^ 2 - D ^ 2) ≠ 0 := by positivity
  rw [polarizationGain, if_pos hDh, invCosh, e, ← add_div, Real.log_div hne hD.ne']
```

## (c) The gain as a sum over quasiparticles

Let $\xi$ be the electron energy measured from the Fermi level. Show that for $0<D<h$
$$X(D)=2\int_0^s\Bigl(h-\sqrt{\xi^2+D^2}\Bigr)\,d\xi.$$

The integrand is the energy gained by occupying a quasiparticle state whose energy lies below the field; the factor 2 counts both signs of $\xi$.

Write $E=\sqrt{\xi^2+D^2}$, so $E'=\xi/E$. Then
$$\frac{d}{d\xi}\bigl[\xi E+D^2\log(\xi+E)\bigr]=E+\frac{\xi^2}{E}+\frac{D^2}{E}=2E,$$
so $h\xi-\tfrac12[\xi E+D^2\log(\xi+E)]$ is an antiderivative. As $E=h$ at $\xi=s$ and $E=D$ at $\xi=0$, twice the integral is
$$2hs-hs-D^2[\log(h+s)-\log D],$$
which is the expression in (b). In the code, `hder` establishes the derivative, and the fundamental theorem of calculus does the rest.

```lean
/-- For a gap below the field, the polarization gain is twice the integral of the field minus
the quasiparticle energy `√(ξ² + D²)`, over `ξ` from zero to `√(h² - D²)`. -/
theorem polarizationGain_eq_integral {h D : ℝ} (hD : 0 < D) (hDh : D < h) :
    polarizationGain h D =
      2 * ∫ ξ in (0 : ℝ)..√(h ^ 2 - D ^ 2), (h - √(ξ ^ 2 + D ^ 2)) := by
  have hh : 0 < h := hD.trans hDh
  rw [polarizationGain_eq hD hDh]
  obtain ⟨s, hs⟩ : ∃ s, s = √(h ^ 2 - D ^ 2) := ⟨_, rfl⟩
  have hs0 : 0 ≤ s := hs ▸ Real.sqrt_nonneg _
  have hs2 : s ^ 2 = h ^ 2 - D ^ 2 := by
    rw [hs]
    exact Real.sq_sqrt (by nlinarith)
  rw [← hs]
  -- an explicit antiderivative of the integrand
  have hder : ∀ x ∈ uIcc 0 s, HasDerivAt (fun ξ : ℝ => h * ξ - (ξ * √(ξ ^ 2 + D ^ 2)
      + D ^ 2 * Real.log (ξ + √(ξ ^ 2 + D ^ 2))) / 2) (h - √(x ^ 2 + D ^ 2)) x := by
    intro x hx
    rw [uIcc_of_le hs0] at hx
    have hx0 : 0 ≤ x := hx.1
    have hq : 0 < x ^ 2 + D ^ 2 := by positivity
    have hEpos : 0 < √(x ^ 2 + D ^ 2) := Real.sqrt_pos.mpr hq
    have q : HasDerivAt (fun ξ : ℝ => ξ ^ 2 + D ^ 2) (2 * x) x := by
      simpa using (hasDerivAt_pow 2 x).add_const (D ^ 2)
    have hE : HasDerivAt (fun ξ : ℝ => √(ξ ^ 2 + D ^ 2)) (x / √(x ^ 2 + D ^ 2)) x :=
      (q.sqrt hq.ne').congr_deriv (mul_div_mul_left x _ two_ne_zero)
    have hlog := ((hasDerivAt_id' x).fun_add hE).log (by positivity)
    have alg : ∀ E : ℝ, 0 < E → E ^ 2 = x ^ 2 + D ^ 2 →
        h * 1 - (1 * E + x * (x / E) + D ^ 2 * ((1 + x / E) / (x + E))) / 2 = h - E := by
      intro E hE0 hE2
      have hxE : x + E ≠ 0 := by positivity
      have a1 : (1 + x / E) / (x + E) = 1 / E := by
        rw [div_eq_div_iff hxE hE0.ne', add_mul, div_mul_cancel₀ x hE0.ne']
        ring
      have a2 : x * (x / E) + D ^ 2 * (1 / E) = E := by
        have a3 : x * (x / E) + D ^ 2 * (1 / E) = (x ^ 2 + D ^ 2) / E := by ring
        rw [a3, ← hE2, pow_two, mul_div_assoc, div_self hE0.ne', mul_one]
      rw [a1]
      linarith
    exact (((hasDerivAt_id' x).const_mul h).fun_sub
      ((((hasDerivAt_id' x).fun_mul hE).fun_add (hlog.const_mul (D ^ 2))).div_const 2)).congr_deriv
      (alg _ hEpos (Real.sq_sqrt hq.le))
  have e1 : √(s ^ 2 + D ^ 2) = h := by
    rw [hs2, sub_add_cancel, Real.sqrt_sq hh.le]
  have e0 : √((0 : ℝ) ^ 2 + D ^ 2) = D := by
    rw [zero_pow two_ne_zero, zero_add, Real.sqrt_sq hD.le]
  have hc : Real.log (s + h) = Real.log (h + s) := by rw [add_comm]
  have hint : Continuous (fun ξ : ℝ => h - √(ξ ^ 2 + D ^ 2)) := by fun_prop
  rw [intervalIntegral.integral_eq_sub_of_hasDerivAt hder (hint.intervalIntegrable _ _)]
  simp only [e1, e0, hc, zero_add]
  ring
```

## (d) Partially polarized states lose

Show that for $0<D<h$
$$F(D)>\min\bigl(-h^2,\,-D_0^2/2\bigr).$$

By (b), the terms in $\log D$ cancel:
$$F(D)=D^2\log\frac{h+s}{D_0}-\frac{D^2}{2}-hs.$$
The bound $\log y\le y-1$ at $y=D_0/(h+s)$, together with $D^2=(h-s)(h+s)$, gives $F(D)\ge B$ with
$$B=\frac{h^2-s^2}{2}-D_0(h-s)-hs.$$
Two rearrangements finish the argument:
$$B+h^2=(h-s)\Bigl(\frac{3h+s}{2}-D_0\Bigr),\qquad B+\frac{D_0^2}{2}=\frac12\Bigl[(D_0-h+s)^2-2s^2\Bigr].$$
If $D_0<(3h+s)/2$, the first is positive, since $s<h$. Otherwise $D_0-h+s\ge(h+3s)/2>3s/2$, so the bracket exceeds $\tfrac94s^2-2s^2\ge0$.

The code makes the same split with `rcases`, and `nlinarith` supplies the algebra of each case.

```lean
/-- Every state with a nonzero gap below the field has energy strictly above the lower of
`-h²` and `-D0²/2`. -/
theorem energy_polarized_gt {D0 h D : ℝ} (h0 : 0 < D0) (hD : 0 < D) (hDh : D < h) :
    min (-h ^ 2) (-D0 ^ 2 / 2) < energy D0 h D := by
  have hh : 0 < h := hD.trans hDh
  rw [energy, if_neg hD.ne', polarizationGain_eq hD hDh, Real.log_div hD.ne' h0.ne']
  have hs2 : √(h ^ 2 - D ^ 2) ^ 2 = h ^ 2 - D ^ 2 := Real.sq_sqrt (by nlinarith)
  have hs0 : 0 ≤ √(h ^ 2 - D ^ 2) := Real.sqrt_nonneg _
  generalize √(h ^ 2 - D ^ 2) = s at hs2 hs0 ⊢
  have hsh : s < h := by nlinarith [sq_pos_of_pos hD]
  have hu : 0 < h + s := by linarith
  -- the logarithm is bounded below by its elementary estimate
  have hl := Real.log_le_sub_one_of_pos (div_pos h0 hu)
  rw [Real.log_div h0.ne' hu.ne'] at hl
  have hm := mul_le_mul_of_nonneg_left hl (sq_nonneg D)
  have e : D ^ 2 * (D0 / (h + s)) = D0 * (h - s) := by
    have e2 : D ^ 2 = (h - s) * (h + s) := by linear_combination hs2
    rw [e2, mul_assoc, mul_div_cancel₀ D0 hu.ne']
    ring
  rw [mul_sub (D ^ 2) (D0 / (h + s)) 1, e] at hm
  -- compare with the normal state or with the unpolarized superconductor
  rcases lt_or_ge D0 ((3 * h + s) / 2) with hc | hc
  · apply lt_of_le_of_lt (min_le_left _ _)
    have hp := mul_pos (sub_pos.mpr hsh) (sub_pos.mpr hc)
    nlinarith
  · apply lt_of_le_of_lt (min_le_right _ _)
    have hk : 3 / 2 * s < D0 - (h - s) := by linarith
    have hk2 : (3 / 2 * s) ^ 2 < (D0 - (h - s)) ^ 2 :=
      pow_lt_pow_left₀ hk (by positivity) two_ne_zero
    nlinarith [sq_nonneg s]
```

## (e) Unpolarized states away from $D_0$

Show that for $D>0$ with $D\ge h$ and $D\ne D_0$
$$F(D)>-D_0^2/2.$$

Here $X=0$. For positive $y\ne1$ the bound $\log y<y-1$ is strict. At $y=(D_0/D)^2$, multiplied by $D^2$, it reads $2D^2\log(D_0/D)<D_0^2-D^2$. Hence $D^2\log(D/D_0)>(D^2-D_0^2)/2$, and subtracting $D^2/2$ gives the claim.

```lean
/-- A state whose gap is at least the field and differs from `D0` has energy strictly
above `-D0²/2`. -/
theorem energy_unpolarized_gt {D0 h D : ℝ} (h0 : 0 < D0) (hD : 0 < D) (hhD : h ≤ D)
    (hne : D ≠ D0) : -D0 ^ 2 / 2 < energy D0 h D := by
  rw [energy, if_neg hD.ne', polarizationGain, if_neg (not_lt_of_ge hhD),
    Real.log_div hD.ne' h0.ne']
  have hx : (D0 / D) ^ 2 ≠ 1 := by
    intro hx
    rw [div_pow, div_eq_one_iff_eq (pow_ne_zero 2 hD.ne')] at hx
    apply hne
    nlinarith
  have hl := Real.log_lt_sub_one_of_pos (by positivity) hx
  rw [Real.log_pow, Real.log_div h0.ne' hD.ne'] at hl
  push_cast at hl
  have hm := mul_lt_mul_of_pos_left hl (sq_pos_of_pos hD)
  have e : D ^ 2 * ((D0 / D) ^ 2 - 1) = D0 ^ 2 - D ^ 2 := by field_simp
  rw [e] at hm
  linarith
```

## (f) The energy at the zero-field gap

Show that for $h\le D_0$
$$F(D_0)=-D_0^2/2.$$

The logarithm and $X$ both vanish.

```lean
/-- If the field does not exceed `D0`, the state with gap `D0` has energy `-D0²/2`. -/
theorem energy_at_D0 {D0 h : ℝ} (h0 : 0 < D0) (hh : h ≤ D0) :
    energy D0 h D0 = -D0 ^ 2 / 2 := by
  rw [energy, if_neg h0.ne', polarizationGain, if_neg (not_lt_of_ge hh),
    div_self h0.ne', Real.log_one]
  ring
```

## (g) The minimum value

Show that
$$\min_{D\ge0}F(D)=\min\bigl(-h^2,\,-D_0^2/2\bigr).$$

If $-h^2$ is the lower number, $D=0$ attains it. If $-D_0^2/2$ is, then $h^2\le D_0^2/2$, so $h\le D_0$ and (f) applies. No state lies lower: $D=0$ is immediate, $0<D<h$ is (d), and $D\ge h$ is (e) or (f).

In Lean, `energy D0 h '' Ici 0` is the set of energies over all $D\ge0$, and `IsLeast` says that the stated number belongs to this set and bounds it from below.

```lean
/-- The minimum of the energy over all gaps `D ≥ 0` is the lower of `-h²` and `-D0²/2`. -/
theorem energy_minimum {D0 h : ℝ} (h0 : 0 < D0) (hh : 0 < h) :
    IsLeast (energy D0 h '' Ici 0) (min (-h ^ 2) (-D0 ^ 2 / 2)) := by
  constructor
  · rcases le_total (-h ^ 2) (-D0 ^ 2 / 2) with hc | hc
    · exact ⟨0, le_refl (0 : ℝ), by rw [min_eq_left hc, energy, if_pos rfl]⟩
    · exact ⟨D0, h0.le, by rw [min_eq_right hc, energy_at_D0 h0 (by nlinarith)]⟩
  · rintro _ ⟨D, hD, rfl⟩
    rcases eq_or_lt_of_le (mem_Ici.mp hD) with hz | hpos
    · rw [← hz, energy, if_pos rfl]
      exact min_le_left _ _
    · rcases lt_or_ge D h with hc | hc
      · exact (energy_polarized_gt h0 hpos hc).le
      · by_cases he : D = D0
        · rw [he, energy_at_D0 h0 (he ▸ hc)]
          exact min_le_right _ _
        · exact (min_le_right _ _).trans (energy_unpolarized_gt h0 hpos hc he).le
```

## (h) The minimizing gaps and the critical field

Show that a gap $D\ge0$ minimizes $F$ exactly when
$$\bigl(D=0\ \text{and}\ h\ge D_0/\sqrt2\bigr)\quad\text{or}\quad\bigl(D=D_0\ \text{and}\ h\le D_0/\sqrt2\bigr).$$

By the strict inequalities (d) and (e), a minimizer is either $0$ or $D_0$, the latter with $h\le D_0$. The gap $0$ minimizes when $-h^2\le-D_0^2/2$, that is, when $h\ge D_0/\sqrt2$; the gap $D_0$ minimizes when the reverse inequality holds. At equality both do, so the minimizing gap jumps between $D_0$ and $0$. Within this uniform, zero-temperature mean-field model, that field is the paramagnetic limit of superconductivity.

`IsMinOn` expresses global minimality over `Ici 0`, the half-line $D\ge0$. The two directions of the equivalence are proved separately, with `nlinarith` turning comparisons of squares into comparisons of fields.

```lean
/-- Clogston transition: a gap `D ≥ 0` minimizes the energy exactly when `D = 0` and
`h ≥ D0/√2`, or `D = D0` and `h ≤ D0/√2`. -/
theorem clogston_transition {D0 h D : ℝ} (h0 : 0 < D0) (hh : 0 < h) (hD : 0 ≤ D) :
    IsMinOn (energy D0 h) (Ici 0) D ↔
      (D = 0 ∧ D0 / √2 ≤ h) ∨ (D = D0 ∧ h ≤ D0 / √2) := by
  have hsq : (D0 / √2) ^ 2 = D0 ^ 2 / 2 := by
    rw [div_pow, Real.sq_sqrt (by norm_num : (0 : ℝ) ≤ 2)]
  have hc0 : 0 < D0 / √2 := by positivity
  obtain ⟨⟨M, hM, hMe⟩, hlow⟩ := energy_minimum h0 hh
  have hzero : energy D0 h 0 = -h ^ 2 := by rw [energy, if_pos rfl]
  rw [isMinOn_iff]
  constructor
  · intro hmin
    have hle := hmin M hM
    rw [hMe] at hle
    rcases eq_or_lt_of_le hD with hz | hpos
    · left
      rw [← hz, hzero] at hle
      have h2 := hle.trans (min_le_right _ _)
      exact ⟨hz.symm, by nlinarith⟩
    · right
      have hhD : h ≤ D := by
        by_contra hc
        exact absurd (energy_polarized_gt h0 hpos (not_le.mp hc)) (not_lt_of_ge hle)
      have he : D = D0 := by
        by_contra hne
        have h3 := energy_unpolarized_gt h0 hpos hhD hne
        exact absurd h3 (not_lt_of_ge (hle.trans (min_le_right _ _)))
      rw [he, energy_at_D0 h0 (he ▸ hhD)] at hle
      have h2 := hle.trans (min_le_left _ _)
      exact ⟨he, by nlinarith⟩
  · rintro (⟨rfl, hc⟩ | ⟨rfl, hc⟩) x hx
    · have h2 : -h ^ 2 ≤ -D0 ^ 2 / 2 := by nlinarith
      have h3 := hlow ⟨x, hx, rfl⟩
      rwa [min_eq_left h2, ← hzero] at h3
    · have h2 : -D ^ 2 / 2 ≤ -h ^ 2 := by nlinarith
      have h3 := hlow ⟨x, hx, rfl⟩
      rwa [min_eq_right h2, ← energy_at_D0 h0 (by nlinarith : h ≤ D)] at h3

end

end ClogstonTransition
```

```lean
#print axioms ClogstonTransition.invCosh_spec
#print axioms ClogstonTransition.polarizationGain_eq_integral
#print axioms ClogstonTransition.clogston_transition
```

```
'ClogstonTransition.invCosh_spec' depends on axioms: [propext, Classical.choice, Quot.sound]
'ClogstonTransition.polarizationGain_eq_integral' depends on axioms: [propext, Classical.choice, Quot.sound]
'ClogstonTransition.clogston_transition' depends on axioms: [propext, Classical.choice, Quot.sound]
```

## Numbers for $D_0=2$

The critical field is $\sqrt2\approx1.414$. At $h=5/4$, the normal state has $F(0)=-25/16=-1.5625$ and the superconductor has $F(2)=-2$, so the superconductor wins. The intermediate gap $D=1$ has $s=3/4$ and $h+s=2=D_0$, so the logarithm in (d) vanishes and
$$F(1)=-\tfrac12-\tfrac{15}{16}=-1.4375,$$
above both. At $h=3/2$, $F(0)=-2.25$ lies below $F(2)=-2$, and the normal state wins.
